# Problem sheet: weak duality and its equality condition for a strictly correlated pair on a finite set

Take two sites 0 and 1, an interaction c equal to 1 for two particles on the same site and 1/2 for different sites, and let each particle be on either site with probability 1/2. A joint distribution π with these marginals has

π(0,0) = π(1,1) = t,  π(0,1) = π(1,0) = 1/2 − t,  0 ≤ t ≤ 1/2,

and energy 2t + (1 − 2t)/2 = 1/2 + t. The constant one-body potential u = 1/4 obeys u(x) + u(y) ≤ c(x,y) for all sites x, y, and twice its average is 1/2. The energy exceeds this by t, which is the slack c − u − u = 1/2 on the diagonal times the diagonal weight 2t. The two values agree only when π avoids the pairs with slack.

## Setting

`X` is a finite set of sites, and c(x,y), π(x,y), ρ(x), u(x) are real functions.

```lean
import Mathlib

open Finset

namespace StrictlyCorrelatedDuality

noncomputable section

variable {X : Type*} [Fintype X]
```

A pair plan is a π ≥ 0 whose two marginals both equal the one-particle density ρ.

```lean
/-- A pair distribution on a finite set of sites: nonnegative, with both one-particle
marginals equal to `ρ`. -/
structure IsPairPlan (π : X → X → ℝ) (ρ : X → ℝ) : Prop where
  nonneg : ∀ x y, 0 ≤ π x y
  fst : ∀ x, ∑ y, π x y = ρ x
  snd : ∀ y, ∑ x, π x y = ρ y
```

Admissibility is required at every pair, including x = y.

```lean
/-- A one-body potential `u` is admissible for the interaction `c` if
`u x + u y ≤ c x y` for all pairs of sites. -/
def Admissible (c : X → X → ℝ) (u : X → ℝ) : Prop := ∀ x y, u x + u y ≤ c x y
```

The energy is E(π) = Σ_{x,y} c(x,y) π(x,y) and the dual value is D(u) = 2 Σ_x u(x) ρ(x).

```lean
/-- Interaction energy of the pair distribution `π`. -/
def energy (c π : X → X → ℝ) : ℝ := ∑ x, ∑ y, c x y * π x y

/-- Dual value: twice the average of the potential `u` in the density `ρ`. -/
def dualValue (u ρ : X → ℝ) : ℝ := 2 * ∑ x, u x * ρ x
```

For a map f from X to X, the co-motion plan π_f(x,y) equals ρ(x) if y = f(x) and 0 otherwise.

```lean
/-- The pair distribution in which the first particle has density `ρ` and the second
sits at `f x` when the first is at `x`. -/
def comotionPlan [DecidableEq X] (f : X → X) (ρ : X → ℝ) : X → X → ℝ :=
  fun x y => if f x = y then ρ x else 0
```

No normalisation of ρ and no symmetry of c or π is assumed. If Σρ = 1, π is a probability and the two-electron density is 2ρ. Minimising E at fixed ρ is the strictly-correlated-electrons problem of density functional theory (interaction only, no kinetic energy), here on a finite set of sites with c finite everywhere, so the divergence of a bare Coulomb repulsion at x = y has to be replaced by a finite on-site value.

## (a) Slack times weight

Task. Let g ≥ 0 and w ≥ 0 be functions on a finite set α. Show that Σ_a g(a) w(a) ≥ 0, with value zero exactly when g(a) = 0 wherever w(a) ≠ 0.

Solution. Each term is nonnegative, so the sum is, and it vanishes exactly when every term does. A term g(a) w(a) with w(a) ≠ 0 vanishes only if g(a) = 0; conversely, if g vanishes on the support of w, every term has a zero factor. In Lean these steps are `sum_eq_zero_iff_of_nonneg`, `mul_eq_zero` and the case split on `w a = 0`.

```lean
/-- A nonnegative slack summed with nonnegative weights gives a nonnegative number, which is
zero exactly when the slack vanishes wherever the weight does not. -/
theorem slack_sum {α : Type*} [Fintype α] (g w : α → ℝ) (hg : ∀ a, 0 ≤ g a)
    (hw : ∀ a, 0 ≤ w a) :
    0 ≤ ∑ a, g a * w a ∧ (∑ a, g a * w a = 0 ↔ ∀ a, w a ≠ 0 → g a = 0) := by
  have h : ∀ a ∈ (univ : Finset α), 0 ≤ g a * w a := fun a _ => mul_nonneg (hg a) (hw a)
  refine ⟨sum_nonneg h, ?_⟩
  rw [sum_eq_zero_iff_of_nonneg h]
  constructor
  · intro h0 a ha
    exact (mul_eq_zero.1 (h0 a (mem_univ a))).resolve_right ha
  · intro h0 a _
    by_cases ha : w a = 0
    · rw [ha, mul_zero]
    · rw [h0 a ha, zero_mul]
```

## (b) The gap identity

Task. Using only the two marginal conditions, write E − D as one sum over pairs.

Solution. Summing over the site on which u does not depend,

Σ_{x,y} u(x) π(x,y) = Σ_x u(x) ρ(x),  Σ_{x,y} u(y) π(x,y) = Σ_y u(y) ρ(y).

These add up to D(u), hence

E(π) − D(u) = Σ_{x,y} [c(x,y) − u(x) − u(y)] π(x,y).

The two sums are `h1` and `h2`; the second needs `sum_comm` to put the sum over x inside. After the bracket is expanded, `linarith` combines them.

```lean
/-- If both marginals of `π` are `ρ`, energy minus dual value is the sum of
`c x y - (u x + u y)` weighted by `π`. -/
theorem gap_identity (c π : X → X → ℝ) (u ρ : X → ℝ) (hfst : ∀ x, ∑ y, π x y = ρ x)
    (hsnd : ∀ y, ∑ x, π x y = ρ y) :
    energy c π - dualValue u ρ = ∑ x, ∑ y, (c x y - (u x + u y)) * π x y := by
  -- each one-body term only sees the corresponding marginal
  have h1 : ∑ x, ∑ y, u x * π x y = ∑ x, u x * ρ x :=
    sum_congr rfl fun x _ => by rw [← mul_sum, hfst]
  have h2 : ∑ x, ∑ y, u y * π x y = ∑ y, u y * ρ y := by
    rw [sum_comm]
    exact sum_congr rfl fun y _ => by rw [← mul_sum, hsnd]
  simp only [energy, dualValue, sub_mul, add_mul, sum_sub_distrib, sum_add_distrib]
  linarith
```

## (c) The bound and its equality case

Task. For a pair plan π and an admissible u, show D(u) ≤ E(π), with E(π) = D(u) exactly when u(x) + u(y) = c(x,y) for all pairs with π(x,y) ≠ 0.

Solution. Apply (a) on the set of pairs with g = c − u − u, nonnegative by admissibility, and w = π. By (b) the sum in (a) is E − D, and both claims follow. The technique is reusable: `slack_sum` is stated for one arbitrary index type, instantiated here with `α := X × X` and turned into a double sum by `Fintype.sum_prod_type`, and used again in (g) on configurations.

This is the weak half of Kantorovich duality together with complementary slackness. The general Kantorovich dual has one potential for each particle; the form with a single u used here has the same optimal value when c is symmetric, since the two potentials can then be replaced by their average. The existence of a π and a u that close the gap is not among the statements, and for non-symmetric c it can fail: on two sites with ρ = 1/2, c(0,0) = c(1,1) = 1, c(0,1) = 0 and c(1,0) = 2, every plan has E = 1 while D = u(0) + u(1) ≤ 0. In (d) and (f) saturation is a hypothesis.

```lean
/-- For a pair distribution with both marginals `ρ` and an admissible potential `u`, the
energy is at least the dual value, with equality exactly when `u x + u y = c x y` on the
support of `π`. -/
theorem pair_duality {c π : X → X → ℝ} {u ρ : X → ℝ} (hπ : IsPairPlan π ρ)
    (hu : Admissible c u) :
    dualValue u ρ ≤ energy c π ∧
      (energy c π = dualValue u ρ ↔ ∀ x y, π x y ≠ 0 → u x + u y = c x y) := by
  have hg := gap_identity c π u ρ hπ.fst hπ.snd
  obtain ⟨h1, h2⟩ := slack_sum (α := X × X) (fun p => c p.1 p.2 - (u p.1 + u p.2))
    (fun p => π p.1 p.2) (fun p => sub_nonneg.2 (hu p.1 p.2)) (fun p => hπ.nonneg p.1 p.2)
  simp only [Fintype.sum_prod_type] at h1 h2
  refine ⟨by linarith, fun h x y hxy => ?_, fun h => ?_⟩
  · have h3 : c x y - (u x + u y) = 0 := h2.1 (by linarith) (x, y) hxy
    linarith
  · have h3 := h2.2 fun p hp => sub_eq_zero.2 (h p.1 p.2 hp).symm
    linarith
```

## (d) Saturation certifies optimality

Task. Suppose an admissible u satisfies u(x) + u(y) = c(x,y) on the support of a pair plan π. Show that π minimises E among pair plans for ρ and that u maximises D among admissible potentials.

Solution. By (c), E(π) = D(u), which is `h`. For any other plan π′ and admissible u′, (c) gives

E(π) = D(u) ≤ E(π′),  D(u′) ≤ E(π) = D(u).

On a grid, minimising E is a linear program in the entries π(x,y). Any plan gives an upper bound on the minimum, any admissible u a lower bound, and E − D limits the error of both; admissibility is checked by one comparison per pair of sites.

```lean
/-- If an admissible `u` satisfies `u x + u y = c x y` on the support of `π`, then `π` has the
lowest energy among pair distributions with marginals `ρ`, and `u` has the highest dual
value among admissible potentials. -/
theorem optimal_of_saturated {c π : X → X → ℝ} {u ρ : X → ℝ} (hπ : IsPairPlan π ρ)
    (hu : Admissible c u) (hsat : ∀ x y, π x y ≠ 0 → u x + u y = c x y) :
    (∀ π', IsPairPlan π' ρ → energy c π ≤ energy c π') ∧
      (∀ u', Admissible c u' → dualValue u' ρ ≤ dualValue u ρ) := by
  have h := (pair_duality hπ hu).2.2 hsat
  exact ⟨fun π' h' => h.le.trans (pair_duality h' hu).1,
    fun u' h' => (pair_duality hπ h').1.trans h.le⟩
```

## (e) The co-motion plan is a pair plan

Task. Let ρ ≥ 0 and let f carry ρ to itself: for every y, the sum of ρ(x) over the x with f(x) = y is ρ(y). Show that π_f is a pair plan.

Solution. The entries are ρ(x) or 0, so π_f ≥ 0. For fixed x only y = f(x) contributes to the sum over y, giving ρ(x). The second marginal condition is the hypothesis `hf` itself, which the proof passes on unchanged.

```lean
/-- If `ρ ≥ 0` and the map `f` carries `ρ` to itself, the co-motion distribution is
nonnegative with both marginals `ρ`. -/
theorem comotionPlan_isPairPlan [DecidableEq X] {f : X → X} {ρ : X → ℝ} (hρ : ∀ x, 0 ≤ ρ x)
    (hf : ∀ y, ∑ x, (if f x = y then ρ x else 0) = ρ y) :
    IsPairPlan (comotionPlan f ρ) ρ := by
  refine ⟨fun x y => ?_, fun x => by simp [comotionPlan], hf⟩
  unfold comotionPlan
  split_ifs
  · exact hρ x
  · exact le_rfl
```

## (f) A saturated co-motion map gives the minimum

Task. Under the hypotheses of (e), let an admissible u satisfy u(x) + u(f(x)) = c(x, f(x)) wherever ρ(x) ≠ 0. Show that Σ_x c(x, f(x)) ρ(x) is the minimum of E over all pair plans for ρ.

Solution. The sum over y collapses to E(π_f) = Σ_x c(x, f(x)) ρ(x), which is `he`. If π_f(x,y) ≠ 0 then y = f(x) and ρ(x) ≠ 0, so u saturates on the support of π_f, which is `hs`. Part (d) then makes π_f a minimiser. `IsLeast` says that the number belongs to the set of energies of pair plans and is a lower bound for that set. Both f and u are given data.

```lean
/-- If `f` carries `ρ ≥ 0` to itself and an admissible `u` satisfies
`u x + u (f x) = c x (f x)` on the support of `ρ`, then `∑ c x (f x) ρ x` is the minimum of
the energy over all pair distributions with marginals `ρ`. -/
theorem comotion_isLeast [DecidableEq X] {c : X → X → ℝ} {f : X → X} {u ρ : X → ℝ}
    (hρ : ∀ x, 0 ≤ ρ x) (hf : ∀ y, ∑ x, (if f x = y then ρ x else 0) = ρ y)
    (hu : Admissible c u) (hsat : ∀ x, ρ x ≠ 0 → u x + u (f x) = c x (f x)) :
    IsLeast {E | ∃ π, IsPairPlan π ρ ∧ energy c π = E} (∑ x, c x (f x) * ρ x) := by
  have hp := comotionPlan_isPairPlan hρ hf
  have he : energy c (comotionPlan f ρ) = ∑ x, c x (f x) * ρ x := by
    simp [energy, comotionPlan]
  -- the support of the co-motion distribution lies on the graph of `f`
  have hs : ∀ x y, comotionPlan f ρ x y ≠ 0 → u x + u y = c x y := by
    intro x y hxy
    by_cases h : f x = y
    · subst h
      exact hsat x (by simpa [comotionPlan] using hxy)
    · exact absurd (by simp [comotionPlan, h]) hxy
  refine ⟨⟨_, hp, he⟩, ?_⟩
  rintro E ⟨π, hπ, rfl⟩
  rw [← he]
  exact (optimal_of_saturated hp hu hs).1 π hπ
```

## (g) N particles

Task. A configuration q assigns a site q_i to each particle i = 0, …, N − 1 (`Fin N → X`). Let π(q) ≥ 0 have every one-particle marginal equal to ρ, and let Σ_i u(q_i) ≤ c(q) for all q, where c is now any real function of the configuration. Show N Σ_x u(x) ρ(x) ≤ Σ_q c(q) π(q), with equality exactly when Σ_i u(q_i) = c(q) wherever π(q) ≠ 0.

Solution. Group the configurations by the site x of particle i:

Σ_q u(q_i) π(q) = Σ_x u(x) Σ_{q: q_i = x} π(q) = Σ_x u(x) ρ(x).

This is `h`. Summing over the N particles gives `hN`,

Σ_q [Σ_i u(q_i)] π(q) = N Σ_x u(x) ρ(x),

and (a) with g = c − Σ_i u(q_i), w = π finishes. For N = 0 the left side is 0 and the hypothesis on u reads 0 ≤ c.

```lean
/-- For `N` particles: if `π ≥ 0` on configurations has every one-particle marginal equal to
`ρ` and `∑ i, u (q i) ≤ c q` for all configurations `q`, then `N ∑ u ρ ≤ ∑ c π`, with
equality exactly when `∑ i, u (q i) = c q` on the support of `π`. -/
theorem many_body_duality [DecidableEq X] {N : ℕ} (c π : (Fin N → X) → ℝ) (u ρ : X → ℝ)
    (hπ : ∀ q, 0 ≤ π q) (hm : ∀ i x, ∑ q, (if q i = x then π q else 0) = ρ x)
    (hu : ∀ q, ∑ i, u (q i) ≤ c q) :
    N * ∑ x, u x * ρ x ≤ ∑ q, c q * π q ∧
      (∑ q, c q * π q = N * ∑ x, u x * ρ x ↔ ∀ q, π q ≠ 0 → ∑ i, u (q i) = c q) := by
  -- the potential acting on particle `i` only sees the marginal
  have h (i : Fin N) : ∑ x, u x * ρ x = ∑ q, u (q i) * π q := by
    calc ∑ x, u x * ρ x = ∑ x, ∑ q, (if q i = x then u (q i) * π q else 0) := by
          refine sum_congr rfl fun x _ => ?_
          rw [← hm i x, mul_sum]
          refine sum_congr rfl fun q _ => ?_
          split_ifs with hq
          · rw [hq]
          · simp
      _ = ∑ q, u (q i) * π q := by
          rw [sum_comm]
          simp
  have hN : ∑ q, (∑ i, u (q i)) * π q = N * ∑ x, u x * ρ x := by
    simp only [sum_mul]
    rw [sum_comm]
    simp only [← h]
    simp
  obtain ⟨h1, h2⟩ := slack_sum (fun q => c q - ∑ i, u (q i)) π
    (fun q => sub_nonneg.2 (hu q)) hπ
  simp only [sub_mul, sum_sub_distrib] at h1 h2
  refine ⟨by linarith, fun he q hq => ?_, fun hs => ?_⟩
  · have h3 := h2.1 (by linarith) q hq
    linarith
  · have h3 := h2.2 fun q hq => sub_eq_zero.2 (hs q hq).symm
    linarith
```

## (h) Four sites on a line

Task. Sites 0, 1, 2, 3 sit at their own index, c(x,y) = 1/(1 + |x − y|), f sends 0, 1, 2, 3 to 2, 3, 0, 1, and u = (1/9, 2/9, 2/9, 1/9). Show that f carries ρ = 1/4 to itself, that u is admissible, and that u saturates along f.

```lean
/-- Positions of four equally spaced sites on a line. -/
def chainPos : Fin 4 → ℝ := ![0, 1, 2, 3]

/-- Softened repulsion `1 / (1 + distance)` between sites of the four-site chain. -/
def chainRepulsion (x y : Fin 4) : ℝ := 1 / (1 + |chainPos x - chainPos y|)

/-- The cyclic shift by two sites on the four-site chain. -/
def chainShift : Fin 4 → Fin 4 := ![2, 3, 0, 1]

/-- A potential on the four-site chain, `1/9` on the end sites and `2/9` on the inner ones. -/
def chainPotential : Fin 4 → ℝ := ![1 / 9, 2 / 9, 2 / 9, 1 / 9]
```

Solution. The map f is a permutation, so each y receives one weight 1/4. At distances 0, 1, 2, 3 the interaction is 1, 1/2, 1/3, 1/4. At distances 0 and 1, u + u ≤ 4/9 < 1/2. At distance 2, the pairs {0,2} and {1,3} give 1/9 + 2/9 = 1/3, an equality, and these are the pairs (x, f(x)). At distance 3, 2/9 < 1/4. The proof runs through the sites with `fin_cases` and settles the fractions with `norm_num`.

The theorem stops at these three facts; the following numbers come from inserting them into (b) and (f) on paper. The minimum energy is 4 · (1/4)(1/3) = 1/3, and D(u) = 2 · (1/4)(6/9) = 1/3. The reflection x ↦ 3 − x has energy 3/8, and its excess 1/24 equals the weighted slack (1/4)(1/36 + 1/18 + 1/18 + 1/36).

An easy mistake is to test u only along f. The constant u = 1/6 saturates there, but at the pair (0,3) it gives 1/3 > 1/4, so it is not admissible and certifies nothing.

```lean
/-- On the four-site chain the shift by two sites carries the uniform density `1/4` to itself,
and the chain potential is admissible for the softened repulsion and equals it in sum on
every pair `(x, shift x)`. -/
theorem comotion_witness :
    (∀ y, ∑ x, (if chainShift x = y then (1 / 4 : ℝ) else 0) = 1 / 4) ∧
      Admissible chainRepulsion chainPotential ∧
      ∀ x, chainPotential x + chainPotential (chainShift x)
        = chainRepulsion x (chainShift x) := by
  refine ⟨fun y => ?_, fun x y => ?_, fun x => ?_⟩
  · rw [Fin.sum_univ_four]
    fin_cases y <;> simp [chainShift]
  · fin_cases x <;> fin_cases y <;>
      simp [chainRepulsion, chainPos, chainPotential] <;> norm_num
  · fin_cases x <;>
      simp [chainRepulsion, chainPos, chainPotential, chainShift] <;> norm_num

end

end StrictlyCorrelatedDuality
```

```lean
#print axioms StrictlyCorrelatedDuality.pair_duality
-- 'StrictlyCorrelatedDuality.pair_duality' depends on axioms: [propext, Classical.choice, Quot.sound]
#print axioms StrictlyCorrelatedDuality.comotion_isLeast
-- 'StrictlyCorrelatedDuality.comotion_isLeast' depends on axioms: [propext, Classical.choice, Quot.sound]
#print axioms StrictlyCorrelatedDuality.many_body_duality
-- 'StrictlyCorrelatedDuality.many_body_duality' depends on axioms: [propext, Classical.choice, Quot.sound]
```
